# Bounds on the lowest exciton energy shift when static screening is weakened in a finite two-dimensional model

Let an electron–hole pair have finitely many possible separations \(r_i\in\mathbb R^2\), with amplitudes \(v_i\in\mathbb C\). Its Hamiltonian \(H_0\) is a Hermitian matrix with lowest eigenvalue \(E_0\) and normalized ground state \(\psi\). We write \(\langle v,w\rangle=\sum_i\overline{v_i}\,w_i\) and \(\langle f\rangle_v=\sum_i|v_i|^2f(r_i)\), which is an average when \(v\) is normalized. A change in the dielectric surroundings alters the attraction by

\[
u(x)=\sum_k c_k\cos\langle q_k,x\rangle,\qquad c_k\ge 0,
\]

where the sum runs over finitely many wavevectors \(q_k\in\mathbb R^2\). The sign condition means that no Fourier component of the attraction is weakened, as when screening is reduced. The new Hamiltonian is

\[
H_1=H_0+V,\qquad V(x)=u(0)-u(x),
\]

with \(V\) acting as multiplication by \(V(r_i)\), and its lowest eigenvalue is \(E_1\). The constant \(u(0)\) is the postulated gap shift: it stands for the static polarization energies of the separate electron and hole, \(u(0)/2\) each.

## The shift is at most quadratic in the pair size

The claim is

\[
0\le E_1-E_0\le \tfrac12\Big(\sum_k c_k\|q_k\|^2\Big)\langle\|r\|^2\rangle_\psi .
\]

In this finite model with static, local screening, the lowest exciton energy therefore moves much less than the gap if the pair is small compared with the lengths \(1/\|q_k\|\) that carry the change.

**Bounds on the potential.** Since \(1-\cos t=2\sin^2(t/2)\) lies between \(0\) and \(t^2/2\), and \(c_k\ge0\),

\[
0\le V(x)=\sum_k c_k\big(1-\cos\langle q_k,x\rangle\big)\le\tfrac12\sum_k c_k\langle q_k,x\rangle^2 .
\]

**Variational principle.** Expand a vector \(v\) in orthonormal eigenvectors of a Hermitian \(H\), with coefficients \(a_n\) and eigenvalues \(\lambda_n\ge E\), where \(E\) is the lowest. Then \(\langle v,Hv\rangle-E\|v\|^2=\sum_n(\lambda_n-E)|a_n|^2\ge0\).

**Lower bound.** Let \(\varphi\) be a normalized ground state of \(H_1\). Then \(E_1=\langle\varphi,H_0\varphi\rangle+\langle V\rangle_\varphi\ge E_0\).

**Upper bound.** With \(\psi\) as a trial state for \(H_1\),

\[
E_1\le\langle\psi,H_1\psi\rangle=E_0+\langle V\rangle_\psi\le E_0+\tfrac12\Big\langle\sum_k c_k\langle q_k,r\rangle^2\Big\rangle_\psi .
\]

Cauchy–Schwarz, \(\langle q_k,r\rangle^2\le\|q_k\|^2\|r\|^2\), completes the claim.

**Isotropic second moments.** Number the Cartesian components 0 and 1, and suppose that

\[
\sum_k c_kq_{k,0}^2=\sum_k c_kq_{k,1}^2=A,\qquad \sum_k c_kq_{k,0}q_{k,1}=0 .
\]

Expanding the square gives

\[
\sum_k c_k\langle q_k,x\rangle^2=A(x_0^2+x_1^2)=\tfrac12\Big(\sum_k c_k\|q_k\|^2\Big)\|x\|^2,
\]

because \(\sum_k c_k\|q_k\|^2=2A\). The factor \(\tfrac12\) in the upper bound becomes \(\tfrac14\).

**Zero shift.** If \(E_1=E_0\), the lower-bound argument gives \(\langle V\rangle_\varphi\le0\). All its terms are nonnegative, so \(V(r_i)=0\) wherever \(\varphi_i\ne0\). Hence \(V\varphi=0\) and \(H_0\varphi=E_0\varphi\). Conversely, a ground state of \(H_0\) supported where \(u(r_i)=u(0)\) is an eigenvector of \(H_1\) at \(E_0\), so \(E_1\le E_0\), and the lower bound gives equality.

## The pair Hamiltonian as a complex matrix

The finite type `ι` labels the separations and `κ` labels the wavevectors.

In Lean 4 with Mathlib:

```lean
import Mathlib

open Matrix
open scoped ComplexOrder

namespace ExcitonScreening2D

noncomputable section

variable {ι κ : Type*} [Fintype ι] [DecidableEq ι] [Fintype κ]
```

Both kinds of vector live in the Euclidean plane, whose components are numbered 0 and 1.

```lean
/-- The plane in which electron-hole separations and wavevectors lie. -/
abbrev Plane := EuclideanSpace ℝ (Fin 2)
```

The function \(u\) is `attraction`, and `netPotential` is \(V\). The comments in the code write `c_q` for the coefficient \(c_k\) that belongs to the wavevector \(q_k\).

```lean
/-- Change of the attraction, `u(x) = ∑ c_q cos⟨q,x⟩`. -/
def attraction (c : κ → ℝ) (q : κ → Plane) (x : Plane) : ℝ :=
  ∑ k, c k * Real.cos (inner ℝ (q k) x)

/-- The net local potential `u(0) - u(x)`: gap shift minus change of the attraction. -/
def netPotential (c : κ → ℝ) (q : κ → Plane) (x : Plane) : ℝ :=
  attraction c q 0 - attraction c q x
```

The matrix `screened` is \(H_1\). Its change consists only of the gap shift and the static change of the attraction; dynamical screening and changes in electron–hole exchange are left out. The matrix `H0` itself may contain any Hermitian couplings, and the points need not form a lattice.

```lean
/-- The exciton Hamiltonian `H0 + u(0) - diag u(r)` after the change of screening. -/
def screened (H0 : Matrix ι ι ℂ) (c : κ → ℝ) (q : κ → Plane) (r : ι → Plane) :
    Matrix ι ι ℂ :=
  H0 + (attraction c q 0 : ℂ) • (1 : Matrix ι ι ℂ)
    - diagonal (fun i => (attraction c q (r i) : ℂ))
```

`IsLowestEigenvalue H E` says that `E` belongs to the set of real numbers with a nonzero eigenvector and is a lower bound of that set.

```lean
/-- `E` is the least real eigenvalue of `H`. -/
def IsLowestEigenvalue (H : Matrix ι ι ℂ) (E : ℝ) : Prop :=
  IsLeast {e : ℝ | ∃ v : ι → ℂ, v ≠ 0 ∧ H *ᵥ v = (e : ℂ) • v} E
```

The weighted sum \(\langle f\rangle_v\) is `mean`. It does not divide by the squared norm, so normalization appears as a separate hypothesis where it is needed.

```lean
/-- The sum of a function of position weighted by the density `|v|²`. -/
def mean (v : ι → ℂ) (f : ι → ℝ) : ℝ := ∑ i, ‖v i‖ ^ 2 * f i
```

## Expectation values and trial states

The first lemma identifies \(\langle v,fv\rangle\) with `mean v f`, and \(\langle v,Ev\rangle\) with \(E\sum_i|v_i|^2\). The calculation uses \(\overline{v_i}\,v_i=|v_i|^2\).

```lean
omit [DecidableEq ι] in
/-- For a vector `v`, a real function `f` and a real constant `E`, `⟨v,fv⟩` is the sum of `f`
weighted by `|v|²`, and `⟨v,Ev⟩` is `E` times the squared norm of `v`. -/
theorem expectation_local (v : ι → ℂ) (f : ι → ℝ) :
    star v ⬝ᵥ (fun i => (f i : ℂ) * v i) = (mean v f : ℂ) ∧
    ∀ E : ℝ, star v ⬝ᵥ ((E : ℂ) • v) = ((E * ∑ i, ‖v i‖ ^ 2 : ℝ) : ℂ) := by
  have h : ∀ g : ι → ℝ, star v ⬝ᵥ (fun i => (g i : ℂ) * v i) = (mean v g : ℂ) := by
    intro g
    simp only [dotProduct, Pi.star_apply, mean, Complex.ofReal_sum]
    refine Finset.sum_congr rfl fun i _ => ?_
    rw [Complex.ofReal_mul, Complex.ofReal_pow, ← Complex.conj_mul', starRingEnd_apply]
    ring
  refine ⟨h f, fun E => (h fun _ => E).trans ?_⟩
  simp only [mean, Finset.mul_sum, mul_comm]
```

For the variational principle, the proof works with \(H-E\). If \(\mu\) is one of its eigenvalues, then \(E+\mu\) is an eigenvalue of \(H\), and minimality (`hE.2`) gives \(\mu\ge0\). Thus \(H-E\) is positive semidefinite, which is the eigenvector expansion above in matrix form.

```lean
/-- Variational principle: for a Hermitian `H` with lowest eigenvalue `E` and any vector `v`,
normalized or not, the real part of `⟨v,Hv⟩` is at least `E` times the squared norm of `v`. -/
theorem variational {H : Matrix ι ι ℂ} (hH : H.IsHermitian) {E : ℝ}
    (hE : IsLowestEigenvalue H E) (v : ι → ℂ) :
    E * ∑ i, ‖v i‖ ^ 2 ≤ (star v ⬝ᵥ H *ᵥ v).re := by
  have hs : star (E : ℂ) = E := Complex.conj_ofReal E
  have hA : (H - (E : ℂ) • (1 : Matrix ι ι ℂ)).IsHermitian := by
    unfold Matrix.IsHermitian
    rw [conjTranspose_sub, conjTranspose_smul, conjTranspose_one, hH.eq, hs]
  -- every eigenvalue of `H - E` is nonnegative
  have hpos := hA.posSemidef_iff_eigenvalues_nonneg.mpr (fun i => by
    have h := hA.mulVec_eigenvectorBasis i
    rw [sub_mulVec, smul_mulVec, one_mulVec] at h
    have hle : E ≤ E + hA.eigenvalues i := by
      refine hE.2 ⟨(hA.eigenvectorBasis i).ofLp, fun h0 => ?_, ?_⟩
      · apply hA.eigenvectorBasis.orthonormal.ne_zero i
        ext j
        exact congrFun h0 j
      · ext j
        have hj := congrFun h j
        simp only [Pi.sub_apply, Pi.smul_apply, smul_eq_mul, Complex.real_smul,
          Complex.ofReal_add] at hj ⊢
        linear_combination hj
    change 0 ≤ hA.eigenvalues i
    linarith)
  have h := (Complex.le_def.mp (hpos.dotProduct_mulVec_nonneg v)).1
  rw [sub_mulVec, smul_mulVec, one_mulVec, dotProduct_sub,
    (expectation_local v fun _ => 0).2, Complex.sub_re, Complex.ofReal_re,
    Complex.zero_re] at h
  linarith
```

The next two lemmas give \(H_1v=H_0v+Vv\) and the two-sided bound on \(V\), the latter by comparing the sums term by term.

```lean
/-- The change of screening acts on a state as multiplication by `u(0) - u(r)`. -/
theorem screened_mulVec (H0 : Matrix ι ι ℂ) (c : κ → ℝ) (q : κ → Plane) (r : ι → Plane)
    (v : ι → ℂ) : screened H0 c q r *ᵥ v
      = H0 *ᵥ v + fun i => (netPotential c q (r i) : ℂ) * v i := by
  ext i
  simp only [screened, sub_mulVec, add_mulVec, smul_mulVec, one_mulVec, Pi.sub_apply,
    Pi.add_apply, Pi.smul_apply, mulVec_diagonal, smul_eq_mul, netPotential,
    Complex.ofReal_sub]
  ring

/-- For `c_q ≥ 0` the net potential lies between zero and its harmonic approximation. -/
theorem netPotential_bounds {c : κ → ℝ} (hc : ∀ k, 0 ≤ c k) (q : κ → Plane) (x : Plane) :
    0 ≤ netPotential c q x ∧
    netPotential c q x ≤ 1 / 2 * ∑ k, c k * (inner ℝ (q k) x) ^ 2 := by
  have h : netPotential c q x = ∑ k, c k * (1 - Real.cos (inner ℝ (q k) x)) := by
    simp only [netPotential, attraction, inner_zero_right, Real.cos_zero, mul_sub,
      Finset.sum_sub_distrib]
  rw [h, Finset.mul_sum]
  constructor
  · exact Finset.sum_nonneg fun k _ =>
      mul_nonneg (hc k) (sub_nonneg.mpr (Real.cos_le_one _))
  · refine Finset.sum_le_sum fun k _ => ?_
    have h1 : 1 - Real.cos (inner ℝ (q k) x) ≤ (inner ℝ (q k) x) ^ 2 / 2 := by
      linarith [Real.one_sub_sq_div_two_le_cos (x := inner ℝ (q k) x)]
    linarith [mul_le_mul_of_nonneg_left h1 (hc k)]
```

## The two trial-state bounds

For the lower bound, `φ` is a ground state of \(H_1\) that has not been normalized. The proof obtains \(E_0N\le E_1N\) with \(N=\sum_i|\varphi_i|^2\), shows \(N>0\) from a nonzero component, and cancels \(N\).

```lean
variable {H0 : Matrix ι ι ℂ} {c : κ → ℝ} {q : κ → Plane} {r : ι → Plane} {E0 E1 : ℝ}

/-- For Hermitian `H0` and `c_q ≥ 0`, the change of screening never lowers the lowest
eigenvalue. -/
theorem shift_nonneg (hH : H0.IsHermitian) (hc : ∀ k, 0 ≤ c k)
    (h0 : IsLowestEigenvalue H0 E0) (h1 : IsLowestEigenvalue (screened H0 c q r) E1) :
    E0 ≤ E1 := by
  obtain ⟨φ, hφ, he⟩ := h1.1
  -- the new ground state is a trial state for `H0`
  have e := congrArg (fun w => (star φ ⬝ᵥ w).re) he
  simp only [screened_mulVec, dotProduct_add, Complex.add_re,
    (expectation_local φ fun i => netPotential c q (r i)).1,
    (expectation_local φ fun _ => 0).2, Complex.ofReal_re] at e
  have hm : 0 ≤ mean φ (fun i => netPotential c q (r i)) :=
    Finset.sum_nonneg fun i _ => mul_nonneg (sq_nonneg _) (netPotential_bounds hc q (r i)).1
  obtain ⟨i, hi⟩ := Function.ne_iff.mp hφ
  have hi' : 0 < ‖φ i‖ := norm_pos_iff.mpr hi
  have hN : 0 < ∑ i, ‖φ i‖ ^ 2 :=
    Finset.sum_pos' (fun _ _ => sq_nonneg _) ⟨i, Finset.mem_univ i, pow_pos hi' 2⟩
  exact le_of_mul_le_mul_right (by linarith [variational hH h0 φ]) hN
```

The direction-resolved upper bound first checks that \(H_1\) is Hermitian and then inserts `ψ` into `variational`. Here `hψ` requires only that `ψ` be an eigenstate at `E0`, which need not be the lowest eigenvalue.

```lean
/-- For Hermitian `H0`, a normalized eigenstate `ψ` at energy `E0` and `c_q ≥ 0`, the new lowest
eigenvalue exceeds `E0` by at most half the mean of `∑ c_q ⟨q,r⟩²` in `ψ`. -/
theorem shift_le_directional (hH : H0.IsHermitian) (hc : ∀ k, 0 ≤ c k)
    (h1 : IsLowestEigenvalue (screened H0 c q r) E1) {ψ : ι → ℂ}
    (hψ : H0 *ᵥ ψ = (E0 : ℂ) • ψ) (hn : ∑ i, ‖ψ i‖ ^ 2 = 1) :
    E1 - E0 ≤ 1 / 2 * mean ψ (fun i => ∑ k, c k * (inner ℝ (q k) (r i)) ^ 2) := by
  have hs : ∀ x : ℝ, star (x : ℂ) = x := Complex.conj_ofReal
  have hd : star (fun i => (attraction c q (r i) : ℂ))
      = fun i => (attraction c q (r i) : ℂ) := funext fun i => hs _
  have hH1 : (screened H0 c q r).IsHermitian := by
    unfold Matrix.IsHermitian screened
    rw [conjTranspose_sub, conjTranspose_add, conjTranspose_smul, conjTranspose_one,
      diagonal_conjTranspose, hH.eq, hs, hd]
  -- the eigenstate `ψ` of `H0` is a trial state for the new Hamiltonian
  have v := variational hH1 h1 ψ
  rw [screened_mulVec, hψ, dotProduct_add, Complex.add_re,
    (expectation_local ψ fun i => netPotential c q (r i)).1,
    (expectation_local ψ fun _ => 0).2, Complex.ofReal_re, Complex.ofReal_re, hn] at v
  have m : mean ψ (fun i => netPotential c q (r i))
      ≤ 1 / 2 * mean ψ (fun i => ∑ k, c k * (inner ℝ (q k) (r i)) ^ 2) := by
    unfold mean
    rw [Finset.mul_sum]
    refine Finset.sum_le_sum fun i _ => ?_
    have h := mul_le_mul_of_nonneg_left (netPotential_bounds hc q (r i)).2
      (sq_nonneg ‖ψ i‖)
    exact h.trans_eq (by ring)
  linarith
```

The main theorem adds the hypothesis `h0` that `E0` is lowest, so `ψ` is a ground state. Its first conclusion is `shift_nonneg`; its second applies Cauchy–Schwarz to each wavevector in `hx` and then sums over the density.

```lean
/-- For Hermitian `H0` with normalized ground state `ψ` and `c_q ≥ 0`, the shift of the lowest
eigenvalue lies between zero and `½ ∑ c_q ‖q‖²` times the mean of `‖r‖²` in `ψ`. -/
theorem exciton_shift_bounds (hH : H0.IsHermitian) (hc : ∀ k, 0 ≤ c k)
    (h0 : IsLowestEigenvalue H0 E0) (h1 : IsLowestEigenvalue (screened H0 c q r) E1)
    {ψ : ι → ℂ} (hψ : H0 *ᵥ ψ = (E0 : ℂ) • ψ) (hn : ∑ i, ‖ψ i‖ ^ 2 = 1) :
    0 ≤ E1 - E0 ∧
    E1 - E0 ≤ 1 / 2 * (∑ k, c k * ‖q k‖ ^ 2) * mean ψ (fun i => ‖r i‖ ^ 2) := by
  refine ⟨sub_nonneg.mpr (shift_nonneg hH hc h0 h1),
    (shift_le_directional hH hc h1 hψ hn).trans ?_⟩
  -- Cauchy-Schwarz for each wavevector
  have hx : ∀ x : Plane, ∑ k, c k * (inner ℝ (q k) x) ^ 2
      ≤ (∑ k, c k * ‖q k‖ ^ 2) * ‖x‖ ^ 2 := by
    intro x
    rw [Finset.sum_mul]
    refine Finset.sum_le_sum fun k _ => ?_
    have h := pow_le_pow_left₀ (abs_nonneg _) (abs_real_inner_le_norm (q k) x) 2
    rw [sq_abs, mul_pow] at h
    exact (mul_le_mul_of_nonneg_left h (hc k)).trans_eq (by ring)
  unfold mean
  rw [mul_assoc, Finset.mul_sum (a := ∑ k, c k * ‖q k‖ ^ 2)]
  refine mul_le_mul_of_nonneg_left (Finset.sum_le_sum fun i _ => ?_) (by norm_num)
  exact (mul_le_mul_of_nonneg_left (hx (r i)) (sq_nonneg ‖ψ i‖)).trans_eq (by ring)
```

## Isotropic screening and the case of no shift

The hypotheses `hd` and `ho` are the equal diagonal moments and the vanishing mixed moment. Physically, the change of the attraction is the same in every direction up to second order in the separation. The step `hl` expands the square, and `linear_combination` uses the two moment conditions to reach the factor one half in `hx`. As in the direction-resolved bound, `E0` may be any eigenvalue with normalized eigenstate `ψ`.

```lean
/-- For Hermitian `H0`, a normalized eigenstate `ψ` at energy `E0`, and `c_q ≥ 0` with isotropic
second moments in the plane, the new lowest eigenvalue exceeds `E0` by at most `¼ ∑ c_q ‖q‖²` times
the mean of `‖r‖²` in `ψ`. -/
theorem exciton_shift_isotropic (hH : H0.IsHermitian) (hc : ∀ k, 0 ≤ c k)
    (h1 : IsLowestEigenvalue (screened H0 c q r) E1)
    {ψ : ι → ℂ} (hψ : H0 *ᵥ ψ = (E0 : ℂ) • ψ) (hn : ∑ i, ‖ψ i‖ ^ 2 = 1)
    (hd : ∑ k, c k * (q k 0) ^ 2 = ∑ k, c k * (q k 1) ^ 2)
    (ho : ∑ k, c k * (q k 0 * q k 1) = 0) :
    E1 - E0 ≤ 1 / 4 * (∑ k, c k * ‖q k‖ ^ 2) * mean ψ (fun i => ‖r i‖ ^ 2) := by
  refine (shift_le_directional hH hc h1 hψ hn).trans_eq ?_
  have hi : ∀ a b : Plane, inner ℝ a b = a 0 * b 0 + a 1 * b 1 := by
    intro a b
    simp [PiLp.inner_apply, Fin.sum_univ_two, mul_comm]
  have hq : ∑ k, c k * ‖q k‖ ^ 2 = ∑ k, c k * (q k 0) ^ 2 + ∑ k, c k * (q k 1) ^ 2 := by
    rw [← Finset.sum_add_distrib]
    refine Finset.sum_congr rfl fun k _ => ?_
    rw [← real_inner_self_eq_norm_sq, hi]
    ring
  -- averaging over directions in two dimensions gives one half
  have hx : ∀ x : Plane, ∑ k, c k * (inner ℝ (q k) x) ^ 2
      = 1 / 2 * (∑ k, c k * ‖q k‖ ^ 2) * ‖x‖ ^ 2 := by
    intro x
    have hl : ∑ k, c k * (inner ℝ (q k) x) ^ 2 = (x 0) ^ 2 * ∑ k, c k * (q k 0) ^ 2
        + 2 * x 0 * x 1 * ∑ k, c k * (q k 0 * q k 1)
        + (x 1) ^ 2 * ∑ k, c k * (q k 1) ^ 2 := by
      rw [Finset.mul_sum, Finset.mul_sum, Finset.mul_sum, ← Finset.sum_add_distrib,
        ← Finset.sum_add_distrib]
      refine Finset.sum_congr rfl fun k _ => ?_
      rw [hi]
      ring
    rw [hl, hq, ← real_inner_self_eq_norm_sq, hi]
    linear_combination ((x 0) ^ 2 - (x 1) ^ 2) / 2 * hd + 2 * x 0 * x 1 * ho
  simp only [mean, hx]
  generalize ∑ k, c k * ‖q k‖ ^ 2 = S
  rw [Finset.mul_sum, Finset.mul_sum]
  exact Finset.sum_congr rfl fun i _ => by ring
```

In the last theorem, the forward direction uses the fact that a vanishing sum of nonnegative terms has only vanishing terms. The case split on `φ i = 0` then shows that the potential term disappears at every point. The reverse direction uses the same split to show that `φ` is an eigenvector of \(H_1\), and minimality of `E1` finishes the argument.

```lean
/-- For Hermitian `H0` and `c_q ≥ 0`, the lowest eigenvalue is unshifted exactly when `H0` has a
ground state supported on points where `u(r) = u(0)`. -/
theorem shift_eq_zero_iff (hH : H0.IsHermitian) (hc : ∀ k, 0 ≤ c k)
    (h0 : IsLowestEigenvalue H0 E0) (h1 : IsLowestEigenvalue (screened H0 c q r) E1) :
    E1 = E0 ↔ ∃ φ : ι → ℂ, φ ≠ 0 ∧ H0 *ᵥ φ = (E0 : ℂ) • φ ∧
      ∀ i, φ i ≠ 0 → attraction c q (r i) = attraction c q 0 := by
  constructor
  · intro h
    obtain ⟨φ, hφ, he⟩ := h1.1
    rw [screened_mulVec, h] at he
    have e := congrArg (fun w => (star φ ⬝ᵥ w).re) he
    simp only [dotProduct_add, Complex.add_re,
      (expectation_local φ fun i => netPotential c q (r i)).1,
      (expectation_local φ fun _ => 0).2, Complex.ofReal_re] at e
    have hp : ∀ i ∈ Finset.univ, 0 ≤ ‖φ i‖ ^ 2 * netPotential c q (r i) :=
      fun i _ => mul_nonneg (sq_nonneg _) (netPotential_bounds hc q (r i)).1
    -- the net potential has zero mean, so it vanishes wherever the state lives
    have hm : ∑ i, ‖φ i‖ ^ 2 * netPotential c q (r i) = 0 := by
      refine le_antisymm ?_ (Finset.sum_nonneg hp)
      change mean φ (fun i => netPotential c q (r i)) ≤ 0
      linarith [variational hH h0 φ]
    have hz : ∀ i, φ i ≠ 0 → netPotential c q (r i) = 0 := fun i hi =>
      (mul_eq_zero.mp ((Finset.sum_eq_zero_iff_of_nonneg hp).mp hm i
        (Finset.mem_univ i))).resolve_left (pow_ne_zero 2 (norm_ne_zero_iff.mpr hi))
    refine ⟨φ, hφ, ?_, fun i hi => (sub_eq_zero.mp (hz i hi)).symm⟩
    rw [← he]
    ext i
    by_cases hi : φ i = 0
    · simp [hi]
    · simp [hz i hi]
  · rintro ⟨φ, hφ, he, hu⟩
    refine le_antisymm (h1.2 ⟨φ, hφ, ?_⟩) (shift_nonneg hH hc h0 h1)
    rw [screened_mulVec, he]
    ext i
    by_cases hi : φ i = 0
    · simp [hi]
    · simp [netPotential, hu i hi]

end

end ExcitonScreening2D
```

```lean
#print axioms ExcitonScreening2D.exciton_shift_bounds
#print axioms ExcitonScreening2D.exciton_shift_isotropic
#print axioms ExcitonScreening2D.shift_eq_zero_iff
```

```
'ExcitonScreening2D.exciton_shift_bounds' depends on axioms: [propext, Classical.choice, Quot.sound]
'ExcitonScreening2D.exciton_shift_isotropic' depends on axioms: [propext, Classical.choice, Quot.sound]
'ExcitonScreening2D.shift_eq_zero_iff' depends on axioms: [propext, Classical.choice, Quot.sound]
```
